# Planar Poisson–Boltzmann screening by opposite unit charges: the effective surface potential saturates at four thermal units

The distance $x$ from a flat surface is measured in Debye lengths, and the potential $u$ is the electrostatic energy of a unit charge divided by $k_BT$. The equation is $u''=\sinh u$. Its right-hand side stands for two mobile carriers of opposite unit charge, equally dense in the bulk, each following Boltzmann statistics. An intrinsic, non-degenerate semiconductor is an example. The Debye length here counts both carriers: it is $\sqrt{\varepsilon k_BT/(2q^2n)}$, with $\varepsilon$ the permittivity, $q$ the unit charge and $n$ the bulk density of each carrier. For small $u$ it reduces to $u''=u$, whose decaying solution is the linear Debye profile $u_0e^{-x}$, with $u_0$ the surface potential.

In Lean 4 with Mathlib:

```lean
import Mathlib

open Filter Topology Set

noncomputable section

namespace NonlinearScreening

/-- A screened potential with surface value `u₀`: it solves the Poisson-Boltzmann equation
`u'' = sinh u` for `x > 0`, is continuous up to the surface and vanishes in the bulk. -/
structure IsScreened (u₀ : ℝ) (u : ℝ → ℝ) : Prop where
  cont : ContinuousOn u (Ici 0)
  diff : ∀ x, 0 < x → DifferentiableAt ℝ u x
  poisson : ∀ x, 0 < x → HasDerivAt (deriv u) (Real.sinh (u x)) x
  surface : u 0 = u₀
  bulk : Tendsto u atTop (𝓝 0)
```

`IsScreened u₀ u` is a statement about a function $u$, made of five conditions. `Ici 0` is the half-line $[0,\infty)$, and `HasDerivAt f c x` says that $f$ has derivative $c$ at $x$. So `poisson` reads $u''(x)=\sinh u(x)$ for $x>0$. The last field, `bulk`, is $u(x)\to0$ as $x\to\infty$. Nothing is required of $u$ at negative $x$.

```lean
/-- The effective surface potential `4 tanh (u₀ / 4)`. -/
def effective (u₀ : ℝ) : ℝ := 4 * Real.tanh (u₀ / 4)
```

This is $4g$ with $g=\tanh(u_0/4)$: the surface value that a linear profile needs in order to have the correct tail.

```lean
/-- The profile `4 artanh (g exp (-x))` with `g = tanh (u₀ / 4)`, for `x ≥ 0`, where
`artanh y` is written as `(log (1 + y) - log (1 - y)) / 2`. -/
def profile (u₀ x : ℝ) : ℝ :=
  2 * (Real.log (1 + Real.tanh (u₀ / 4) * Real.exp (-x))
    - Real.log (1 - Real.tanh (u₀ / 4) * Real.exp (-x)))
```

The candidate solution is $4\,\mathrm{artanh}(ge^{-x})$, written with logarithms.

## Bounds on the effective potential

```lean
/-- The hyperbolic tangent lies strictly between `-1` and `1`. -/
lemma tanh_bounds (a : ℝ) : -1 < Real.tanh a ∧ Real.tanh a < 1 := by
  rw [Real.tanh_eq_sinh_div_cosh, lt_div_iff₀ (Real.cosh_pos a), div_lt_one (Real.cosh_pos a)]
  constructor
  · linarith [Real.cosh_add_sinh a, Real.exp_pos a]
  · linarith [Real.cosh_sub_sinh a, Real.exp_pos (-a)]
```

Since $\cosh a\pm\sinh a=e^{\pm a}>0$, division by $\cosh a$ gives $-1<\tanh a<1$.

```lean
/-- For `u₀ > 0` the effective surface potential is positive, and smaller than both the
true surface potential and `4`. -/
theorem effective_bounds {u₀ : ℝ} (h : 0 < u₀) :
    0 < effective u₀ ∧ effective u₀ < min u₀ 4 := by
  have ha : 0 < u₀ / 4 := by positivity
  -- `a cosh a - sinh a` increases from zero
  have hmono : StrictMonoOn (fun a : ℝ => a * Real.cosh a - Real.sinh a) (Ici 0) := by
    apply strictMonoOn_of_deriv_pos (convex_Ici 0)
    · exact ((continuous_id.mul Real.continuous_cosh).sub Real.continuous_sinh).continuousOn
    · intro a ha
      rw [interior_Ici] at ha
      have hd : HasDerivAt (fun a : ℝ => a * Real.cosh a - Real.sinh a) (a * Real.sinh a) a :=
        (((hasDerivAt_id' a).fun_mul (Real.hasDerivAt_cosh a)).fun_sub
          (Real.hasDerivAt_sinh a)).congr_deriv (by ring)
      rw [hd.deriv]
      exact mul_pos ha (Real.sinh_pos_iff.mpr ha)
  have h0 := hmono (mem_Ici.mpr le_rfl) (mem_Ici.mpr ha.le) ha
  simp only [zero_mul, Real.sinh_zero, sub_zero] at h0
  have h1 : Real.tanh (u₀ / 4) < u₀ / 4 := by
    rw [Real.tanh_eq_sinh_div_cosh, div_lt_iff₀ (Real.cosh_pos _)]
    linarith
  have h2 : 0 < Real.tanh (u₀ / 4) := by
    rw [Real.tanh_eq_sinh_div_cosh]
    exact div_pos (Real.sinh_pos_iff.mpr ha) (Real.cosh_pos _)
  have h3 := (tanh_bounds (u₀ / 4)).2
  unfold effective
  exact ⟨by linarith, lt_min (by linarith) (by linarith)⟩
```

For $u_0>0$ this says $0<4g<\min(u_0,4)$. Put $a=u_0/4$. The function $a\cosh a-\sinh a$ vanishes at $0$ and has derivative $a\sinh a>0$ for $a>0$, so it is positive there (`hmono`, then `h0`). Hence $\tanh a<a$, which is $4g<u_0$. The preceding lemma gives $4g<4$, and $4g>0$ because $\sinh a$ and $\cosh a$ are positive.

## The closed solution and its tail

```lean
/-- The profile times `exp x` tends to the effective surface potential far from the surface. -/
lemma profile_far (u₀ : ℝ) :
    Tendsto (fun x => profile u₀ x * Real.exp x) atTop (𝓝 (effective u₀)) := by
  -- the amplitude is the derivative with respect to `t = exp (-x)` at `t = 0`
  have hl : HasDerivAt (fun t : ℝ => Real.tanh (u₀ / 4) * t) (Real.tanh (u₀ / 4)) 0 :=
    ((hasDerivAt_id' (0 : ℝ)).const_mul _).congr_deriv (mul_one _)
  have hG : HasDerivAt (fun t : ℝ => 2 * (Real.log (1 + Real.tanh (u₀ / 4) * t)
      - Real.log (1 - Real.tanh (u₀ / 4) * t))) (effective u₀) 0 :=
    ((((hl.const_add 1).log (by simp)).fun_sub
      ((hl.const_sub 1).log (by simp))).const_mul 2).congr_deriv (by
        simp only [mul_zero, add_zero, sub_zero, div_one, effective]
        ring)
  have ht : Tendsto (fun x : ℝ => Real.exp (-x)) atTop (𝓝[≠] 0) :=
    tendsto_nhdsWithin_iff.mpr ⟨Real.tendsto_exp_atBot.comp tendsto_neg_atTop_atBot,
      Eventually.of_forall fun x => (Real.exp_pos (-x)).ne'⟩
  refine (hG.tendsto_slope_zero.comp ht).congr fun x => ?_
  simp only [Function.comp_apply, zero_add, mul_zero, add_zero, sub_zero, Real.log_one,
    smul_eq_mul, profile]
  rw [← Real.exp_neg, neg_neg, mul_comm]
```

Set $t=e^{-x}$ and $F(t)=2[\ln(1+gt)-\ln(1-gt)]$. Then $F(0)=0$, $F'(0)=4g$, and
$$u(x)e^x=\frac{F(t)-F(0)}{t}\to F'(0)=4g .$$
`hG` is the derivative, `ht` says that $t\to0$ without being zero, and `tendsto_slope_zero` turns the derivative into the limit of the quotient.

```lean
/-- The closed profile is a screened potential with surface value `u₀`. -/
theorem profile_isScreened (u₀ : ℝ) : IsScreened u₀ (profile u₀) := by
  set g := Real.tanh (u₀ / 4) with hg
  have hpos : ∀ x : ℝ, 0 ≤ x → 0 < 1 + g * Real.exp (-x) ∧ 0 < 1 - g * Real.exp (-x) := by
    intro x hx
    have he := Real.exp_pos (-x)
    have he1 : Real.exp (-x) ≤ 1 := Real.exp_le_one_iff.mpr (by linarith)
    obtain ⟨h1, h2⟩ := tanh_bounds (u₀ / 4)
    have h3 := mul_pos he (show 0 < 1 + g by linarith)
    have h4 := mul_pos he (show 0 < 1 - g by linarith)
    constructor <;> nlinarith
  have hy : ∀ x : ℝ, HasDerivAt (fun x => g * Real.exp (-x)) (-(g * Real.exp (-x))) x :=
    fun x => ((hasDerivAt_neg' x).exp.const_mul g).congr_deriv (by ring)
  have alg : ∀ y : ℝ, 0 < 1 + y → 0 < 1 - y →
      2 * (-y / (1 + y) - -(-y) / (1 - y)) = -4 * y / (1 - y * y) := by
    intro y hp hm
    have hp' := hp.ne'
    have hm' := hm.ne'
    rw [show 1 - y * y = (1 + y) * (1 - y) by ring, div_sub_div _ _ hp' hm', ← mul_div_assoc]
    congr 1
    ring
  have hd : ∀ x : ℝ, 0 ≤ x → HasDerivAt (profile u₀)
      (-4 * (g * Real.exp (-x)) / (1 - g * Real.exp (-x) * (g * Real.exp (-x)))) x := by
    intro x hx
    obtain ⟨hp, hm⟩ := hpos x hx
    exact (((((hy x).const_add 1).log hp.ne').fun_sub
      (((hy x).const_sub 1).log hm.ne')).const_mul 2).congr_deriv (alg _ hp hm)
  have hexp : ∀ p m : ℝ, 0 < p → 0 < m →
      Real.exp (2 * (Real.log p - Real.log m)) = (p / m) ^ 2 := by
    intro p m hp hm
    rw [two_mul, Real.exp_add, Real.exp_sub, Real.exp_log hp, Real.exp_log hm, sq]
  have hsinh : ∀ y : ℝ, 0 < 1 + y → 0 < 1 - y →
      Real.sinh (2 * (Real.log (1 + y) - Real.log (1 - y)))
        = 4 * y * (1 + y * y) / (1 - y * y) ^ 2 := by
    intro y hp hm
    have hp' := hp.ne'
    have hm' := hm.ne'
    rw [Real.sinh_eq, show -(2 * (Real.log (1 + y) - Real.log (1 - y)))
      = 2 * (Real.log (1 - y) - Real.log (1 + y)) by ring, hexp _ _ hp hm, hexp _ _ hm hp,
      show 1 - y * y = (1 + y) * (1 - y) by ring]
    field_simp
    ring
  refine ⟨fun x hx => (hd x hx).continuousAt.continuousWithinAt,
    fun x hx => (hd x hx.le).differentiableAt, fun x hx => ?_, ?_, ?_⟩
  · -- differentiate the field once more
    obtain ⟨hp, hm⟩ := hpos x hx.le
    have hne : 1 - g * Real.exp (-x) * (g * Real.exp (-x)) ≠ 0 := by
      have := mul_pos hp hm
      nlinarith
    have h2 := ((hy x).const_mul (-4)).fun_div (((hy x).fun_mul (hy x)).const_sub 1) hne
    have h3 := h2.congr_of_eventuallyEq (f₁ := deriv (profile u₀)) (by
      filter_upwards [Ioi_mem_nhds hx] with z hz
      exact (hd z (le_of_lt hz)).deriv)
    refine h3.congr_deriv ?_
    rw [profile, ← hg, hsinh _ hp hm]
    congr 1
    ring
  · have hc := (Real.cosh_pos (u₀ / 4)).ne'
    have h1 : 1 + Real.tanh (u₀ / 4) = Real.exp (u₀ / 4) / Real.cosh (u₀ / 4) := by
      rw [Real.tanh_eq_sinh_div_cosh, ← Real.cosh_add_sinh, add_div, div_self hc]
    have h2 : 1 - Real.tanh (u₀ / 4) = Real.exp (-(u₀ / 4)) / Real.cosh (u₀ / 4) := by
      rw [Real.tanh_eq_sinh_div_cosh, ← Real.cosh_sub_sinh, sub_div, div_self hc]
    simp only [profile, neg_zero, Real.exp_zero, mul_one]
    rw [h1, h2, Real.log_div (Real.exp_pos _).ne' hc, Real.log_div (Real.exp_pos _).ne' hc,
      Real.log_exp, Real.log_exp]
    ring
  · have h := (profile_far u₀).mul (Real.tendsto_exp_atBot.comp tendsto_neg_atTop_atBot)
    rw [mul_zero] at h
    refine h.congr fun x => ?_
    rw [Function.comp_apply, mul_assoc, ← Real.exp_add, add_neg_cancel, Real.exp_zero, mul_one]
```

The profile satisfies all five conditions, for any real $u_0$. With $y=ge^{-x}$ we have $|y|<1$ and $y'=-y$, so
$$u'=2\left(\frac{-y}{1+y}-\frac{y}{1-y}\right)=-\frac{4y}{1-y^2},\qquad u''=\frac{4y(1+y^2)}{(1-y^2)^2}.$$
On the other side, $e^u=\left(\frac{1+y}{1-y}\right)^2$ gives
$$\sinh u=\frac{(1+y)^4-(1-y)^4}{2(1-y^2)^2}=\frac{4y(1+y^2)}{(1-y^2)^2}.$$
In the code, `hpos` keeps the logarithms' arguments positive, `hd` is the first derivative and `hsinh` the last formula. At the surface $\frac{1+g}{1-g}=e^{u_0/2}$, so $u(0)=2\cdot u_0/2=u_0$. In the bulk, $u=(ue^x)e^{-x}\to4g\cdot0=0$.

## Uniqueness by convexity

```lean
/-- Two screened potentials with the same surface value agree everywhere on `x ≥ 0`. -/
theorem screened_unique {u₀ : ℝ} {u v : ℝ → ℝ} (hu : IsScreened u₀ u) (hv : IsScreened u₀ v)
    {a : ℝ} (ha : 0 ≤ a) : u a = v a := by
  -- the squared difference is convex because `sinh` is increasing
  have hconv : ConvexOn ℝ (Ici 0) (fun x => (u x - v x) * (u x - v x)) := by
    apply convexOn_of_hasDerivWithinAt2_nonneg (convex_Ici 0)
      (f' := fun x => 2 * ((u x - v x) * (deriv u x - deriv v x)))
      (f'' := fun x => 2 * ((deriv u x - deriv v x) * (deriv u x - deriv v x)
        + (u x - v x) * (Real.sinh (u x) - Real.sinh (v x))))
    · exact (hu.cont.sub hv.cont).mul (hu.cont.sub hv.cont)
    · intro x hx
      rw [interior_Ici] at hx
      have hw := (hu.diff x hx).hasDerivAt.fun_sub (hv.diff x hx).hasDerivAt
      exact ((hw.fun_mul hw).congr_deriv (by ring)).hasDerivWithinAt
    · intro x hx
      rw [interior_Ici] at hx
      have hw := (hu.diff x hx).hasDerivAt.fun_sub (hv.diff x hx).hasDerivAt
      have hw' := (hu.poisson x hx).fun_sub (hv.poisson x hx)
      exact ((hw.fun_mul hw').const_mul 2).hasDerivWithinAt
    · intro x _
      have h : 0 ≤ (u x - v x) * (Real.sinh (u x) - Real.sinh (v x)) := by
        rcases le_total (u x) (v x) with h | h
        · exact mul_nonneg_of_nonpos_of_nonpos (sub_nonpos.mpr h)
            (sub_nonpos.mpr (Real.sinh_le_sinh.mpr h))
        · exact mul_nonneg (sub_nonneg.mpr h) (sub_nonneg.mpr (Real.sinh_le_sinh.mpr h))
      have h' := mul_self_nonneg (deriv u x - deriv v x)
      linarith
  have hlim : Tendsto (fun x => (u x - v x) * (u x - v x)) atTop (𝓝 0) := by
    have h := (hu.bulk.sub hv.bulk).mul (hu.bulk.sub hv.bulk)
    rwa [sub_zero, mul_zero] at h
  -- zero at the surface and in the bulk, it is zero in between
  have hle : (u a - v a) * (u a - v a) ≤ 0 := by
    refine ge_of_tendsto hlim ?_
    filter_upwards [eventually_ge_atTop a, eventually_gt_atTop 0] with x hax hx
    have h1 : a / x ≤ 1 := (div_le_one hx).mpr hax
    have h := hconv.2 (mem_Ici.mpr le_rfl) (mem_Ici.mpr hx.le)
      (sub_nonneg.mpr h1) (div_nonneg ha hx.le) (sub_add_cancel 1 (a / x))
    simp only [smul_eq_mul, mul_zero, zero_add, div_mul_cancel₀ a hx.ne', hu.surface,
      hv.surface, sub_self] at h
    exact h.trans (mul_le_of_le_one_left (mul_self_nonneg _) h1)
  exact sub_eq_zero.mp (mul_self_eq_zero.mp (le_antisymm hle (mul_self_nonneg _)))
```

Two screened potentials $u,v$ with the same surface value agree at every $a\ge0$. Let $w=u-v$ and $D=w^2$. Then
$$D''=2\left[w'^2+w(\sinh u-\sinh v)\right]\ge0,$$
because $\sinh$ is increasing and both factors of the second term have the same sign. So $D$ is convex (`hconv`). For $x\ge a$ with $x>0$, and since $D(0)=0$,
$$D(a)\le\left(1-\frac ax\right)D(0)+\frac ax D(x)\le D(x)\to0 .$$
`ge_of_tendsto` carries the inequality to the limit, giving $D(a)\le0$ and therefore $u(a)=v(a)$.

## How much the linear profile overestimates

```lean
/-- For every screened potential with `u₀ > 0`, `u(x) exp x` tends to `4 tanh (u₀ / 4)`, which
is below both `u₀` and `4`. The ratio of the linear Debye profile `u₀ exp (-x)` to `u(x)` tends
to `u₀ / (4 tanh (u₀ / 4))`, which exceeds one. -/
theorem debye_overestimates {u₀ : ℝ} {u : ℝ → ℝ} (h₀ : 0 < u₀) (hu : IsScreened u₀ u) :
    Tendsto (fun x => u x * Real.exp x) atTop (𝓝 (4 * Real.tanh (u₀ / 4))) ∧
    4 * Real.tanh (u₀ / 4) < min u₀ 4 ∧
    Tendsto (fun x => u₀ * Real.exp (-x) / u x) atTop (𝓝 (u₀ / (4 * Real.tanh (u₀ / 4)))) ∧
    1 < u₀ / (4 * Real.tanh (u₀ / 4)) := by
  obtain ⟨hpos, hlt⟩ := effective_bounds h₀
  have hfar : Tendsto (fun x => u x * Real.exp x) atTop (𝓝 (effective u₀)) := by
    refine (profile_far u₀).congr' ?_
    filter_upwards [eventually_ge_atTop 0] with x hx
    rw [screened_unique hu (profile_isScreened u₀) hx]
  refine ⟨hfar, hlt, ?_, (one_lt_div hpos).mpr (hlt.trans_le (min_le_left _ _))⟩
  refine ((tendsto_const_nhds (x := u₀)).div hfar hpos.ne').congr fun x => ?_
  change u₀ / (u x * Real.exp x) = u₀ * Real.exp (-x) / u x
  rw [Real.exp_neg]
  ring
```

The hypotheses are $u_0>0$ and `hu`, that $u$ is any screened potential. The four conclusions are
$$u(x)e^x\to4g,\quad 4g<\min(u_0,4),\quad \frac{u_0e^{-x}}{u(x)}\to\frac{u_0}{4g},\quad \frac{u_0}{4g}>1 .$$
Uniqueness replaces $u$ by the closed profile on $x\ge0$, which settles the first limit. The ratio equals $u_0/(u(x)e^x)$, so its limit follows by division, and the bounds on $4g$ supply the two inequalities.

For a number, take $u_0=4\ln3\approx4.394$. Then $e^{u_0/2}=9$, $g=(9-1)/(9+1)=0.8$ and $4g=3.2$, so the limiting overestimate is $4.394/3.2\approx1.373$. At $x=\ln8$, about two Debye lengths out, $y=0.8/8=0.1$ and $u=2\ln(1.1/0.9)\approx0.401$. The linear profile gives $4.394/8\approx0.549$, already too large by a factor of $1.369$.

```lean
/-- As the surface potential grows, the effective surface potential saturates at `4`, while the
factor `u₀ / effective u₀` grows without bound. -/
theorem screening_saturation :
    Tendsto effective atTop (𝓝 4) ∧ Tendsto (fun u₀ => u₀ / effective u₀) atTop atTop := by
  have hq : Tendsto (fun u₀ : ℝ => u₀ / 4) atTop atTop :=
    tendsto_id.atTop_div_const (by norm_num)
  constructor
  · have hlow : Tendsto (fun u₀ : ℝ => 4 * (1 - Real.exp (-(u₀ / 4)))) atTop (𝓝 4) := by
      have h := ((Real.tendsto_exp_atBot.comp
        (tendsto_neg_atTop_atBot.comp hq)).const_sub 1).const_mul 4
      rw [sub_zero, mul_one] at h
      exact h
    refine tendsto_of_tendsto_of_tendsto_of_le_of_le hlow tendsto_const_nhds
      (fun u₀ => ?_) (fun u₀ => ?_)
    · -- `1 - tanh a = exp (-a) / cosh a` is at most `exp (-a)`
      have hc := Real.cosh_pos (u₀ / 4)
      have h1 : 1 - Real.tanh (u₀ / 4) = Real.exp (-(u₀ / 4)) / Real.cosh (u₀ / 4) := by
        rw [Real.tanh_eq_sinh_div_cosh, ← Real.cosh_sub_sinh, sub_div, div_self hc.ne']
      have h2 := div_le_self (Real.exp_pos (-(u₀ / 4))).le (Real.one_le_cosh (u₀ / 4))
      change 4 * (1 - Real.exp (-(u₀ / 4))) ≤ 4 * Real.tanh (u₀ / 4)
      linarith
    · change 4 * Real.tanh (u₀ / 4) ≤ 4
      linarith [(tanh_bounds (u₀ / 4)).2]
  · refine tendsto_atTop_mono' atTop ?_ hq
    filter_upwards [eventually_gt_atTop 0] with u₀ h
    obtain ⟨hpos, hlt⟩ := effective_bounds h
    exact div_le_div_of_nonneg_left h.le hpos (hlt.le.trans (min_le_right _ _))

end NonlinearScreening
```

```lean
#print axioms NonlinearScreening.debye_overestimates
#print axioms NonlinearScreening.screening_saturation
```

```
'NonlinearScreening.debye_overestimates' depends on axioms: [propext, Classical.choice, Quot.sound]
'NonlinearScreening.screening_saturation' depends on axioms: [propext, Classical.choice, Quot.sound]
```

Here `atTop` refers to $u_0\to\infty$: the effective potential tends to $4$, while $u_0/(4g)$ grows without bound. With $a=u_0/4$,
$$1-\tanh a=\frac{e^{-a}}{\cosh a}\le e^{-a},$$
so $4(1-e^{-u_0/4})\le4g\le4$, and the squeeze gives the first limit. For $u_0>0$ the bound $4g<4$ gives $u_0/(4g)\ge u_0/4$, which gives the second.

In semiconductor device simulation, this result fixes the tail of the band bending near a flat surface, within the classical model of an intrinsic, non-degenerate material much thicker than the Debye length. If the region several Debye lengths away is treated with $u''=u$, the amplitude to use there is $A=4\tanh(u_0/4)$. Conversely, an amplitude $0<A<4$ fitted to the tail gives $u_0=4\,\mathrm{artanh}(A/4)$. An error $\delta A$ then becomes, to first order, $\delta A/(1-A^2/16)$ in $u_0$, so a tail near saturation says little about the surface potential.

The limit $u_0\to\infty$ belongs to the equation more than to a material: at a strongly biased surface the carriers become degenerate or crowded, and Boltzmann statistics fails. Doping, curved surfaces and quantum confinement would also change the equation.
